# Exact free-boundary convolution on n sites in a row with an even kernel that strictly decreases with distance is possible on a periodic grid if and only if the grid has at least 2n − 2 points

## Three sites on a ring

Put charges on three sites 0, 1, 2 and let them interact through an even kernel \(k\) with \(k(0)>k(1)>k(2)\). The displacements between an observer and a source are \(-2,-1,0,1,2\).

On a ring of four points, \(2\) and \(-2\) are the same displacement. This does no harm, because \(k(2)=k(-2)\). On a ring of three points, \(2\) and \(-1\) are the same displacement, so a single number would have to equal both \(k(2)\) and \(k(1)\). No periodic kernel can do that, although the ring has room for all three sites.

Four points therefore suffice, one fewer than the number of displacements. For \(n\) sites the threshold is \(2n-2\).

## Isolated charges on a periodic grid

FFTs give a fast way to evaluate circular convolutions, in which every charge also acts through its periodic images. For an isolated system, charged or neutral, one wants the sum without images,
\[
V(i)=\sum_{j=0}^{n-1}k(i-j)\,\rho(j),\qquad i=0,\dots,n-1 .
\]
Here \(\rho(j)\) is the charge on site \(j\), and \(k\) contains the grid spacing and all prefactors. A common remedy is to embed the density in a longer periodic grid of \(M\) points, padded with zeros, and to convolve it there with a suitable kernel \(c\). The result tells how much padding this takes in a one-dimensional model with a finite on-site value \(k(0)\).

Strict decrease on \(0,\dots,n-1\) means that the interaction energy of two like charges falls with distance, as it does for a softened Coulomb interaction. The condition includes \(k(0)>k(1)\), so the bare \(1/|x|\) needs a finite value above \(k(1)\) at the origin.

## The threshold and its derivation

**Claim.** Let \(M\ge 1\), and let \(k\) be even and strictly decreasing on \(0,\dots,n-1\). Some \(c\) on the integers modulo \(M\) gives \(V(i)\) at all \(n\) sites for every \(\rho\) if and only if \(M\ge 2n-2\).

*Reduction to sources.* Let site \(j\) be deposited on the grid point \(j \bmod M\). Then
\[
\sum_{y}c(x-y)\sum_j \delta_{y,\,j \bmod M}\,\rho(j)=\sum_j c(x-j)\,\rho(j).
\]

*Reduction to displacements.* Take an integer \(d\) with \(|d|<n\). Place a unit charge at \(j=\max(-d,0)\) and observe at \(i=\max(d,0)\). Both are sites, and \(i-j=d\), so reproduction gives \(c(d \bmod M)=k(d)\). Conversely, if this holds for all \(|d|<n\), the two sums agree term by term. Reproduction is thus equivalent to
\[
c(d \bmod M)=k(d)\quad\text{for all } |d|<n .
\]

*Enough points.* Let \(M\ge 2n-2\), and define \(c\) by evaluating \(k\) at the minimum image \(e\) of each grid displacement, so that \(|e|\le M/2\). For \(|d|\le n-1\) we also have \(|d|\le M/2\). Since \(d-e=tM\) with an integer \(t\), and \(|d-e|\le M\), only \(t\in\{-1,0,1\}\) is possible. If \(t=0\), then \(e=d\). If \(t=\pm1\), both bounds are attained with opposite signs, so \(e=-d\). In either case \(k(e)=k(d)\), because \(k\) is even.

*Too few points.* Let \(M<2n-2\). The displacements \(n-1\) and \(d'=n-1-M\) coincide on the grid. If \(d'\ge 0\), then \(|d'|=n-1-M<n-1\). If \(d'<0\), then \(|d'|=M-(n-1)<n-1\). Both displacements are thus shorter than \(n\), and a reproducing kernel would require \(k(n-1)=k(d')=k(|d'|)\). Strict decrease gives \(k(|d'|)>k(n-1)\), a contradiction.

Strict decrease can't be weakened to "non-increasing": a constant kernel is reproduced on every grid, even with \(M=1\).

## One more point for an odd kernel

The same argument treats a field kernel, which is odd. Suppose that it is positive and strictly decreasing on \(1,\dots,n-1\). At \(M=2n-2\) with \(n\ge2\), the coincidence of \(n-1\) and \(-(n-1)\) now demands \(k(n-1)=-k(n-1)\), which contradicts positivity. On a shorter grid, the image \(d'\) of \(n-1\) carries a larger value if \(d'>0\), the value zero if \(d'=0\), and a negative value if \(d'<0\). None of these equals \(k(n-1)\). With \(M\ge 2n-1\), every displacement is shorter than half the period and is its own minimum image. The threshold is therefore \(2n-1\).

The field of a softened Coulomb interaction can first rise with distance, and then it is not strictly decreasing. The threshold is the same, because positivity on \(1,\dots,n-1\) is enough. If \(M\le n-1\), the displacements \(M\) and \(0\) coincide, which would require \(k(M)=k(0)=0\). If \(n-1<M\le 2n-2\), the image of \(n-1\) is negative and carries a negative value. The Lean theorem keeps the stronger hypothesis.

In this one-dimensional setting and for \(n\ge2\), the shortest grid that serves the potential is one point too short for a direct convolution with such a field kernel.

## The statement in Lean

- `Fin n` is the set of sites, and `rho : Fin n → ℝ` is an arbitrary real density. The kernel `k : ℤ → ℝ` takes signed displacements in units of the grid spacing.
- `openPotential` is \(V(i)\), and `ZMod M` is the periodic grid. `NeZero M` excludes \(M=0\).
- `gridDensity` deposits the charges, and `circularConv` sums over the whole grid. If \(M<n\), several sites can share a point and their charges add. For \(M\ge n\), `gridDensity_zero_padding` proves that the deposit is ordinary zero padding.
- `Reproduces n k c` demands equality at all \(n\) sites for every density. It places no condition on the potential at the padding points.
- In `exists_circular_kernel_iff`, `heven` is evenness on all integers and `hdec` is strict decrease on \(0,\dots,n-1\). The condition `2 * n ≤ M + 2` is \(M\ge 2n-2\) written without subtraction. For \(n=0\) and \(n=1\) it holds on every grid.

The theorem concerns the convolution sum itself. The FFT algorithm, rounding, the discretisation of a continuous charge density and three-dimensional grids do not enter.

```lean
import Mathlib

open Finset

namespace FreeBoundaryConvolution

noncomputable section

/-- The open-boundary potential at site `i`: the sum of `k (i - j) * rho j` over the `n`
source sites, without periodic images. -/
def openPotential {n : ℕ} (k : ℤ → ℝ) (rho : Fin n → ℝ) (i : Fin n) : ℝ :=
  ∑ j : Fin n, k (((i : ℕ) : ℤ) - ((j : ℕ) : ℤ)) * rho j

/-- The density deposited on a periodic grid of `M` points: site `j` goes to the grid point
`j` modulo `M`, and charges that land on the same point add up. -/
def gridDensity {n : ℕ} (M : ℕ) (rho : Fin n → ℝ) (x : ZMod M) : ℝ :=
  ∑ j : Fin n, if ((j : ℕ) : ZMod M) = x then rho j else 0

/-- Circular convolution on the periodic grid: the sum of `c (x - y) * f y` over all `y`. -/
def circularConv {M : ℕ} [NeZero M] (c f : ZMod M → ℝ) (x : ZMod M) : ℝ :=
  ∑ y : ZMod M, c (x - y) * f y

/-- The circular kernel `c` reproduces the open-boundary potential of `k` at all `n` sites,
for every density on these sites. -/
def Reproduces (n : ℕ) {M : ℕ} [NeZero M] (k : ℤ → ℝ) (c : ZMod M → ℝ) : Prop :=
  ∀ (rho : Fin n → ℝ) (i : Fin n),
    circularConv c (gridDensity M rho) ((i : ℕ) : ZMod M) = openPotential k rho i

/-- The minimum-image kernel: `k` evaluated at the representative of the grid displacement that is
smallest in absolute value (the positive one if two representatives tie). -/
def minImageKernel (M : ℕ) (k : ℤ → ℝ) (x : ZMod M) : ℝ := k x.valMinAbs

/-- If the grid has at least `n` points, the deposited density is the zero-padded one: it
equals `rho` on the sites and vanishes on every other grid point. -/
theorem gridDensity_zero_padding {n M : ℕ} (hnM : n ≤ M) (rho : Fin n → ℝ) :
    (∀ i : Fin n, gridDensity M rho ((i : ℕ) : ZMod M) = rho i) ∧
    ∀ x : ZMod M, (∀ j : Fin n, ((j : ℕ) : ZMod M) ≠ x) → gridDensity M rho x = 0 := by
  constructor
  · intro i
    unfold gridDensity
    rw [Finset.sum_eq_single i]
    · simp
    · intro j _ hj
      refine if_neg fun h => hj (Fin.ext ?_)
      have h' := (ZMod.natCast_eq_natCast_iff' _ _ _).1 h
      rwa [Nat.mod_eq_of_lt (lt_of_lt_of_le j.isLt hnM),
        Nat.mod_eq_of_lt (lt_of_lt_of_le i.isLt hnM)] at h'
    · intro h
      exact absurd (Finset.mem_univ i) h
  · intro x hx
    exact Finset.sum_eq_zero fun j _ => if_neg (hx j)

/-- The circular convolution with a deposited density is a sum over the source sites. -/
theorem circularConv_gridDensity {n M : ℕ} [NeZero M] (c : ZMod M → ℝ)
    (rho : Fin n → ℝ) (x : ZMod M) :
    circularConv c (gridDensity M rho) x
      = ∑ j : Fin n, c (x - ((j : ℕ) : ZMod M)) * rho j := by
  unfold circularConv gridDensity
  simp_rw [Finset.mul_sum]
  rw [Finset.sum_comm]
  refine Finset.sum_congr rfl fun j _ => ?_
  simp [mul_ite]

/-- A circular kernel reproduces the open-boundary potential exactly when it agrees with `k`
on every displacement shorter than `n`. -/
theorem reproduces_iff {n M : ℕ} [NeZero M] (k : ℤ → ℝ) (c : ZMod M → ℝ) :
    Reproduces n k c ↔ ∀ d : ℤ, d.natAbs < n → c (d : ZMod M) = k d := by
  constructor
  · intro h d hd
    -- a unit point charge, placed so that source and observer are separated by `d`
    have key := h (Pi.single ⟨(-d).toNat, by omega⟩ 1) ⟨d.toNat, by omega⟩
    rw [circularConv_gridDensity] at key
    simp only [openPotential, Pi.single_apply, mul_ite, mul_one, mul_zero,
      Finset.sum_ite_eq', Finset.mem_univ, if_true] at key
    have hz : ((d.toNat : ℕ) : ℤ) - (((-d).toNat : ℕ) : ℤ) = d := by omega
    have hc : ((d.toNat : ℕ) : ZMod M) - (((-d).toNat : ℕ) : ZMod M) = (d : ZMod M) := by
      rw [← Int.cast_natCast (R := ZMod M) d.toNat,
        ← Int.cast_natCast (R := ZMod M) (-d).toNat, ← Int.cast_sub, hz]
    rwa [hc, hz] at key
  · intro h rho i
    rw [circularConv_gridDensity]
    unfold openPotential
    refine Finset.sum_congr rfl fun j _ => ?_
    have hi := i.isLt
    have hj := j.isLt
    have key := h (((i : ℕ) : ℤ) - ((j : ℕ) : ℤ)) (by omega)
    push_cast at key
    rw [key]

/-- A displacement of at most half the period is its own minimum image, or it is exactly half
the period long and its minimum image is the opposite displacement. -/
theorem minImage_eq_or_neg {M : ℕ} [NeZero M] (d : ℤ) (h : 2 * d.natAbs ≤ M) :
    (d : ZMod M).valMinAbs = d ∨
      ((d : ZMod M).valMinAbs = -d ∧ 2 * d.natAbs = M) := by
  have hb := ZMod.natAbs_valMinAbs_le (d : ZMod M)
  have hc : (((d : ZMod M).valMinAbs : ℤ) : ZMod M) = (d : ZMod M) := ZMod.coe_valMinAbs _
  generalize (d : ZMod M).valMinAbs = e at hb hc ⊢
  -- the two displacements differ by `t` periods, with `t` equal to -1, 0 or 1
  obtain ⟨t, ht⟩ := (ZMod.intCast_eq_intCast_iff_dvd_sub _ _ _).1 hc
  have hM : (0 : ℤ) < M := by exact_mod_cast NeZero.pos M
  have t1 : t < 2 := by
    by_contra hh
    have h2 : (M : ℤ) * 2 ≤ M * t := mul_le_mul_of_nonneg_left (by omega) hM.le
    rw [← ht] at h2
    omega
  have t2 : -2 < t := by
    by_contra hh
    have h2 : (M : ℤ) * t ≤ M * (-2) := mul_le_mul_of_nonneg_left (by omega) hM.le
    rw [← ht] at h2
    omega
  have t3 : t = -1 ∨ t = 0 ∨ t = 1 := by omega
  rcases t3 with rfl | rfl | rfl <;> omega

/-- For an even kernel the minimum-image kernel reproduces the open-boundary potential on
every periodic grid with at least `2n - 2` points. -/
theorem minImageKernel_reproduces {n M : ℕ} [NeZero M] (k : ℤ → ℝ)
    (heven : ∀ d, k (-d) = k d) (hM : 2 * n ≤ M + 2) :
    Reproduces n k (minImageKernel M k) := by
  rw [reproduces_iff]
  intro d hd
  rcases minImage_eq_or_neg (M := M) d (by omega) with h | ⟨h, _⟩
  · simp only [minImageKernel, h]
  · simp only [minImageKernel, h, heven]

/-- On a grid with at most `2n - 2` points, a reproducing circular kernel forces `k` to take
equal values at the longest displacement `n - 1` and at its periodic image `n - 1 - M`. -/
theorem wraparound {n M : ℕ} [NeZero M] {k : ℤ → ℝ} {c : ZMod M → ℝ}
    (hc : Reproduces n k c) (hM : M + 2 ≤ 2 * n) :
    k ((n : ℤ) - 1) = k ((n : ℤ) - 1 - M) := by
  rw [reproduces_iff] at hc
  have hpos := NeZero.pos M
  have h1 := hc ((n : ℤ) - 1) (by omega)
  have h2 := hc ((n : ℤ) - 1 - M) (by omega)
  have hcast : (((n : ℤ) - 1 - M : ℤ) : ZMod M) = (((n : ℤ) - 1 : ℤ) : ZMod M) := by
    simp
  rw [hcast, h1] at h2
  exact h2

/-- Minimal padded grid: for an even kernel that decreases strictly on `0, ..., n - 1`, some
circular kernel on `M` points reproduces the open-boundary potential at all `n` sites for
every density if and only if `M` is at least `2n - 2`. -/
theorem exists_circular_kernel_iff {n M : ℕ} [NeZero M] (k : ℤ → ℝ)
    (heven : ∀ d, k (-d) = k d)
    (hdec : ∀ d e : ℤ, 0 ≤ d → d < e → e < n → k e < k d) :
    (∃ c : ZMod M → ℝ, Reproduces n k c) ↔ 2 * n ≤ M + 2 := by
  constructor
  · rintro ⟨c, hc⟩
    by_contra hM
    have hpos := NeZero.pos M
    have hw := wraparound hc (by omega)
    -- the periodic image is strictly shorter than `n - 1`, so `k` is larger there
    rcases le_total 0 ((n : ℤ) - 1 - M) with h | h
    · have h1 := hdec ((n : ℤ) - 1 - M) ((n : ℤ) - 1) h (by omega) (by omega)
      linarith
    · have h1 := hdec (-((n : ℤ) - 1 - M)) ((n : ℤ) - 1) (by omega) (by omega) (by omega)
      rw [heven] at h1
      linarith
  · intro hM
    exact ⟨minImageKernel M k, minImageKernel_reproduces k heven hM⟩

/-- For an odd kernel that is positive and strictly decreasing on `1, ..., n - 1`, some
circular kernel on `M` points reproduces the open-boundary sum at all `n` sites for every
density if and only if `M` is at least `2n - 1`. -/
theorem exists_circular_kernel_iff_of_odd {n M : ℕ} [NeZero M] (k : ℤ → ℝ)
    (hodd : ∀ d, k (-d) = -k d)
    (hpos : ∀ d : ℤ, 0 < d → d < n → 0 < k d)
    (hdec : ∀ d e : ℤ, 0 < d → d < e → e < n → k e < k d) :
    (∃ c : ZMod M → ℝ, Reproduces n k c) ↔ 2 * n ≤ M + 1 := by
  have hM0 := NeZero.pos M
  constructor
  · rintro ⟨c, hc⟩
    by_contra hM
    have hw := wraparound hc (by omega)
    have hend := hpos ((n : ℤ) - 1) (by omega) (by omega)
    rcases lt_trichotomy ((n : ℤ) - 1 - M) 0 with h | h | h
    · -- the image lies on the other side of the source, where the sign is reversed
      have h1 := hpos (-((n : ℤ) - 1 - M)) (by omega) (by omega)
      rw [hodd] at h1
      linarith
    · have h0 := hodd 0
      rw [neg_zero] at h0
      rw [h] at hw
      linarith
    · have h1 := hdec ((n : ℤ) - 1 - M) ((n : ℤ) - 1) h (by omega) (by omega)
      linarith
  · intro hM
    refine ⟨minImageKernel M k, (reproduces_iff k _).2 fun d hd => ?_⟩
    rcases minImage_eq_or_neg (M := M) d (by omega) with h | ⟨_, h⟩
    · simp only [minImageKernel, h]
    · omega

end

end FreeBoundaryConvolution
```

```lean
#print axioms FreeBoundaryConvolution.gridDensity_zero_padding
#print axioms FreeBoundaryConvolution.exists_circular_kernel_iff
#print axioms FreeBoundaryConvolution.exists_circular_kernel_iff_of_odd
```

```
'FreeBoundaryConvolution.gridDensity_zero_padding' depends on axioms: [propext, Classical.choice, Quot.sound]
'FreeBoundaryConvolution.exists_circular_kernel_iff' depends on axioms: [propext, Classical.choice, Quot.sound]
'FreeBoundaryConvolution.exists_circular_kernel_iff_of_odd' depends on axioms: [propext, Classical.choice, Quot.sound]
```

## From displacements to the threshold in the code

`circularConv_gridDensity` is the reduction to sources. It moves `c` inside the inner sum, exchanges the two sums with `Finset.sum_comm`, and lets `simp` evaluate the indicator.

`reproduces_iff` is the reduction to displacements. The point charge is `Pi.single` at `(-d).toNat`, and the observer sits at `d.toNat`. Since `toNat` sends negative integers to zero, these are the two maxima chosen above. `omega` verifies that both are sites and that their difference is `d`. The converse compares the sums term by term with `Finset.sum_congr`.

`minImage_eq_or_neg` contains the argument about half the period. Mathlib's `valMinAbs` is the minimum image, called `e` after the `generalize` step. Divisibility of `d - e` by `M` supplies the integer `t`. The product of `M` and `t` is nonlinear, so `t1` and `t2` first bound `t` by monotonicity of multiplication. Once `t` is one of three numerals, `omega` settles each case. The lemma also records that the sign change occurs only at `2 * d.natAbs = M`.

`minImageKernel_reproduces` combines these two lemmas and uses `heven` in the half-period case. `wraparound` evaluates the condition on `c` at \(n-1\) and \(n-1-M\), which are equal in `ZMod M`. It assumes only \(M\le 2n-2\), so it serves both parities.

In `exists_circular_kernel_iff`, the forward direction splits on the sign of \(n-1-M\), applies `hdec` to its absolute value, and closes with `linarith`. The backward direction supplies the minimum-image kernel. `exists_circular_kernel_iff_of_odd` has three cases instead of two, for a negative, zero or positive image. In its backward direction, `omega` rules out the half-period case, because \(M\ge 2n-1\) leaves no displacement of that length.
